# Factorial moments of the phonon cloud in a displaced oscillator

## Amplitudes, ladder operators and weights

One harmonic mode of frequency $\omega$ is described in its number basis $|n\rangle$, $n=0,1,2,\dots$, with $\hbar=1$. A state is its sequence of amplitudes $c_n$, in Lean a function `c : ℕ → ℂ`. The type admits every sequence, including those that cannot be normalised, so normalisation of a particular state has to be shown.

```lean
import Mathlib

open ComplexConjugate

namespace PhononCloud

noncomputable section
```

The annihilation operator satisfies $a|n+1\rangle=\sqrt{n+1}\,|n\rangle$. On amplitudes this reads

$$(a c)_n=\sqrt{n+1}\;c_{n+1}.$$

```lean
/-- The phonon annihilation operator acting on number-basis amplitudes. -/
def annihilate (c : ℕ → ℂ) : ℕ → ℂ :=
  fun n => ((√((n : ℝ) + 1) : ℝ) : ℂ) * c (n + 1)
```

The creation operator satisfies $a^\dagger|n\rangle=\sqrt{n+1}\,|n+1\rangle$, and nothing is raised into the vacuum:

$$(a^\dagger c)_0=0,\qquad (a^\dagger c)_{n+1}=\sqrt{n+1}\;c_n .$$

```lean
/-- The phonon creation operator acting on number-basis amplitudes. -/
def create (c : ℕ → ℂ) : ℕ → ℂ
  | 0 => 0
  | n + 1 => ((√((n : ℝ) + 1) : ℝ) : ℂ) * c n
```

A linear coupling of real strength $g$, such as the force that a localised electron exerts on the mode, displaces the oscillator. With the zero-point energy left out,

$$H=\omega\,a^\dagger a+g\,(a+a^\dagger).$$

```lean
/-- The displaced-oscillator Hamiltonian `ω a†a + g (a + a†)`, without zero-point energy. -/
def hamiltonian (ω g : ℝ) (c : ℕ → ℂ) : ℕ → ℂ :=
  fun n => ω * create (annihilate c) n + g * (annihilate c n + create c n)
```

The phonon cloud with complex displacement $\alpha$ is the coherent state with amplitudes

$$c_n=e^{-|\alpha|^2/2}\,\frac{\alpha^n}{\sqrt{n!}} .$$

```lean
/-- The number-basis amplitudes of the phonon cloud with complex displacement `α`. -/
def cloud (α : ℂ) : ℕ → ℂ :=
  fun n => ((Real.exp (-‖α‖ ^ 2 / 2) : ℝ) : ℂ) * α ^ n / ((√(n.factorial : ℝ) : ℝ) : ℂ)
```

The phonon number distribution is written in terms of a single real parameter $S$, the Huang–Rhys factor:

$$w_n=e^{-S}\,\frac{S^n}{n!}.$$

```lean
/-- The weight `exp(-S) S^n / n!` of the `n`-phonon state at Huang-Rhys factor `S`. -/
def phononWeight (S : ℝ) (n : ℕ) : ℝ :=
  Real.exp (-S) * S ^ n / (n.factorial : ℝ)
```

Physically $S\ge 0$, and the $w_n$ are then Poisson probabilities. The theorems below take any real `S`; for negative $S$ they remain true as identities between series, but the weights are no longer probabilities.

## The cloud as an eigenvector of the Hamiltonian

Since $\sqrt{(n+1)!}=\sqrt{n+1}\,\sqrt{n!}$, annihilating one phonon gives

$$(ac)_n=\sqrt{n+1}\;e^{-|\alpha|^2/2}\frac{\alpha^{n+1}}{\sqrt{(n+1)!}}
=\alpha\,e^{-|\alpha|^2/2}\frac{\alpha^n}{\sqrt{n!}}=\alpha\,c_n .$$

```lean
/-- Annihilating one phonon multiplies the cloud by its displacement. -/
theorem annihilate_cloud (α : ℂ) : annihilate (cloud α) = α • cloud α := by
  funext n
  have hs : √((n + 1).factorial : ℝ) = √((n : ℝ) + 1) * √(n.factorial : ℝ) := by
    rw [Nat.factorial_succ]
    push_cast
    exact Real.sqrt_mul (by positivity) _
  have h1 : ((√((n : ℝ) + 1) : ℝ) : ℂ) ≠ 0 :=
    Complex.ofReal_ne_zero.2 (Real.sqrt_pos.2 (by positivity)).ne'
  have h2 : ((√(n.factorial : ℝ) : ℝ) : ℂ) ≠ 0 :=
    Complex.ofReal_ne_zero.2 (Real.sqrt_pos.2 (by positivity)).ne'
  simp only [annihilate, cloud, Pi.smul_apply, smul_eq_mul]
  rw [hs, Complex.ofReal_mul, pow_succ]
  field_simp
  ring
```

The statement is an equality of whole sequences, and `funext n` reduces it to the component calculation above. In the proof, `hs` is the factorisation of the square root, while `h1` and `h2` say that the two roots are nonzero, which lets `field_simp` clear them.

Now insert $ac=\alpha c$ into the Hamiltonian and use the linearity of $a^\dagger$:

$$Hc=\omega\alpha\,a^\dagger c+g\alpha\,c+g\,a^\dagger c=(\omega\alpha+g)\,a^\dagger c+g\alpha\,c .$$

The choice $\alpha=-g/\omega$ removes the first term and leaves $Hc=-(g^2/\omega)\,c$.

```lean
/-- For `ω ≠ 0`, the cloud with displacement `-g/ω` satisfies the eigenvalue equation of the
displaced-oscillator Hamiltonian with eigenvalue `-g²/ω`. -/
theorem hamiltonian_cloud (ω g : ℝ) (hω : ω ≠ 0) :
    hamiltonian ω g (cloud (-((g : ℂ) / ω))) =
      (-((g : ℂ) ^ 2 / ω)) • cloud (-((g : ℂ) / ω)) := by
  have hω' : (ω : ℂ) ≠ 0 := Complex.ofReal_ne_zero.2 hω
  have hα : (ω : ℂ) * (-((g : ℂ) / ω)) = -g := by
    rw [mul_neg, mul_div_cancel₀ _ hω']
  have hc : ∀ (a : ℂ) (c : ℕ → ℂ) (n : ℕ), create (a • c) n = a * create c n := by
    intro a c n
    cases n with
    | zero => simp [create]
    | succ n =>
      simp only [create, Pi.smul_apply, smul_eq_mul]
      ring
  funext n
  simp only [hamiltonian, annihilate_cloud, hc, Pi.smul_apply, smul_eq_mul]
  -- the displacement is chosen so that the two creation terms cancel
  linear_combination (create (cloud (-((g : ℂ) / ω))) n) * hα
```

The hypothesis `hω : ω ≠ 0` makes the displacement $-g/\omega$ meaningful; a physical oscillator has $\omega>0$. In the proof, `hα` is $\omega\alpha=-g$ and `hc` is the linearity of $a^\dagger$ under scalar multiplication. The final `linear_combination` multiplies `hα` by $a^\dagger c$, which is the cancellation of the creation terms. The theorem is the eigenvalue equation alone. That the cloud is a nonzero, normalisable state, and hence an eigenvector with energy $-g^2/\omega$, follows from the normalisation proved in the next section. Nothing is said about the rest of the spectrum.

## From amplitudes to a normalised distribution

The probability of finding $n$ phonons in the cloud is

$$|c_n|^2=e^{-|\alpha|^2}\,\frac{|\alpha|^{2n}}{n!}=w_n\quad\text{with } S=|\alpha|^2 .$$

```lean
/-- The probability of finding `n` phonons in the cloud is the phonon weight at `S = |α|²`. -/
theorem norm_sq_cloud (α : ℂ) (n : ℕ) :
    ‖cloud α n‖ ^ 2 = phononWeight (‖α‖ ^ 2) n := by
  have he : Real.exp (-‖α‖ ^ 2 / 2) ^ 2 = Real.exp (-‖α‖ ^ 2) := by
    rw [← Real.exp_nat_mul]
    congr 1
    push_cast
    ring
  simp only [cloud, phononWeight, norm_div, norm_mul, norm_pow, Complex.norm_real,
    Real.norm_eq_abs, Real.abs_exp, abs_of_nonneg (Real.sqrt_nonneg (n.factorial : ℝ))]
  rw [div_pow, mul_pow, Real.sq_sqrt (by positivity), he]
  ring
```

For the eigenvector found above this means $S=g^2/\omega^2$. The phase of $\alpha$ has dropped out of the distribution.

The exponential series yields the generating function for every complex $z$:

$$\sum_{n\ge0} w_n z^n=e^{-S}\sum_{n\ge0}\frac{(Sz)^n}{n!}=e^{-S}e^{Sz}=e^{S(z-1)} .$$

```lean
/-- The generating function of the phonon number is `exp(S (z - 1))` for every complex `z`. -/
theorem generating_function (S : ℝ) (z : ℂ) :
    HasSum (fun n : ℕ => (phononWeight S n : ℂ) * z ^ n) (Complex.exp (S * (z - 1))) := by
  have h : HasSum (fun n : ℕ => ((S : ℂ) * z) ^ n / (n.factorial : ℂ))
      (Complex.exp (S * z)) := by
    rw [Complex.exp_eq_exp_ℂ]
    exact NormedSpace.expSeries_div_hasSum_exp _
  have hT : ∀ n : ℕ, (phononWeight S n : ℂ) * z ^ n =
      Complex.exp (-(S : ℂ)) * (((S : ℂ) * z) ^ n / (n.factorial : ℂ)) := by
    intro n
    simp only [phononWeight]
    push_cast
    rw [mul_pow]
    ring
  have hE : Complex.exp (S * (z - 1)) = Complex.exp (-(S : ℂ)) * Complex.exp (S * z) := by
    rw [← Complex.exp_add]
    congr 1
    ring
  rw [hE]
  simp only [hT]
  exact h.mul_left (Complex.exp (-(S : ℂ)))
```

`HasSum f s` says that the series with terms `f n` converges to `s`, whatever the order of the terms. Here `h` is the exponential series at $Sz$, `hT` takes the factor $e^{-S}$ out of each term, and `hE` splits the exponential on the right in the same way.

At $z=1$ every power of $z$ is one and the exponent vanishes, so

$$\sum_{n\ge0}w_n=1 .$$

```lean
/-- The phonon weights sum to one. -/
theorem hasSum_phononWeight (S : ℝ) : HasSum (phononWeight S) 1 := by
  have h := generating_function S 1
  simp only [one_pow, mul_one, sub_self, mul_zero, Complex.exp_zero] at h
  simpa only [Complex.reCLM_apply, Complex.ofReal_re, Complex.one_re] using
    Complex.reCLM.hasSum h
```

The generating function is a complex statement and the normalisation a real one. The proof passes between them by taking real parts, a continuous linear map that carries a convergent series to a convergent series. Together with $|c_n|^2=w_n$, this shows that the cloud is a normalised state.

## The factorial moments

The $k$-th factorial moment averages the product $n(n-1)\cdots(n-k+1)$, which contains a zero factor whenever $n<k$. The first $k$ terms of the series therefore vanish, and the others can be labelled by $n+k$ with $n\ge0$. For these the product equals $(n+k)!/n!$, so

$$\frac{(n+k)!}{n!}\;e^{-S}\frac{S^{n+k}}{(n+k)!}=S^k\,e^{-S}\frac{S^n}{n!}=S^k w_n .$$

Summing over $n$ and using normalisation,

$$\sum_{n\ge0}n(n-1)\cdots(n-k+1)\,w_n=S^k\sum_{n\ge0}w_n=S^k .$$

```lean
/-- The `k`-th factorial moment of the phonon number, the sum of
`n (n-1) ... (n-k+1) exp(-S) S^n / n!` over `n`, converges to `S^k`. -/
theorem factorial_moment (S : ℝ) (k : ℕ) :
    HasSum (fun n : ℕ => (n.descFactorial k : ℝ) * phononWeight S n) (S ^ k) := by
  -- states with fewer than `k` phonons do not contribute
  have h0 : ∑ i ∈ Finset.range k, (i.descFactorial k : ℝ) * phononWeight S i = 0 := by
    refine Finset.sum_eq_zero fun i hi => ?_
    rw [Nat.descFactorial_eq_zero_iff_lt.2 (Finset.mem_range.1 hi), Nat.cast_zero, zero_mul]
  -- the term with `n + k` phonons equals `S^k` times the weight of the `n`-phonon state
  have hshift : ∀ n : ℕ, ((n + k).descFactorial k : ℝ) * phononWeight S (n + k) =
      S ^ k * phononWeight S n := by
    intro n
    have hf : (n.factorial : ℝ) * ((n + k).descFactorial k : ℝ) = ((n + k).factorial : ℝ) := by
      have h := Nat.factorial_mul_descFactorial (Nat.le_add_left k n)
      rw [Nat.add_sub_cancel] at h
      exact_mod_cast h
    have h1 : (n.factorial : ℝ) ≠ 0 := by positivity
    have h2 : ((n + k).factorial : ℝ) ≠ 0 := by positivity
    simp only [phononWeight]
    rw [← mul_div_assoc, ← mul_div_assoc, div_eq_div_iff h2 h1, ← hf, pow_add]
    ring
  rw [← hasSum_nat_add_iff' k, h0, sub_zero]
  simp only [hshift]
  simpa only [mul_one] using (hasSum_phononWeight S).mul_left (S ^ k)
```

The falling product is `n.descFactorial k`, a natural number that is zero for $n<k$ and one for $k=0$. The proof has the same three parts as the calculation: `h0` disposes of the first `k` terms, `hshift` is the term-by-term identity, and `hasSum_nat_add_iff'` relates the shifted series to the original one.

The smallest order, $k=0$, is the normalisation, and $k=1$ gives the mean phonon number $S$. In the limit without coupling, $S=0$, only $w_0=1$ survives, and every factorial moment with $k\ge1$ is zero, in agreement with $0^k$.

A factorial moment must not be read as an ordinary power moment. For $k=2$ the theorem gives $\langle n(n-1)\rangle=S^2$, whereas $\langle n^2\rangle=\langle n(n-1)\rangle+\langle n\rangle=S^2+S$. Confusing the two would make the variance $\langle n^2\rangle-\langle n\rangle^2$ vanish, when it is in fact $S$. This conversion to the variance is elementary algebra and is not proved in Lean here.

For a single mode with linear coupling, unchanged frequency and zero temperature, the $w_n$ are the Franck–Condon factors of a vibronic progression, and the case $k=1$ identifies the Huang–Rhys factor with the mean number of quanta of the undisplaced oscillator contained in the cloud.

## Moments in terms of the displacement

Setting $S=|\alpha|^2$ expresses the result through the cloud itself:

$$\sum_{n\ge0}n(n-1)\cdots(n-k+1)\,|c_n|^2=|\alpha|^{2k} .$$

```lean
/-- In the cloud with displacement `α`, the `k`-th factorial moment of the phonon number
is `|α|^(2k)`. -/
theorem cloud_factorial_moment (α : ℂ) (k : ℕ) :
    HasSum (fun n : ℕ => (n.descFactorial k : ℝ) * ‖cloud α n‖ ^ 2) (‖α‖ ^ (2 * k)) := by
  simp only [norm_sq_cloud, pow_mul]
  exact factorial_moment (‖α‖ ^ 2) k
```

The proof replaces $|c_n|^2$ by the weight and applies the previous theorem. For the eigenvector of $H$ the value is $(g/\omega)^{2k}$.

Unequal numbers of annihilations retain the phase of $\alpha$. Repeating $ac=\alpha c$ gives $a^m c=\alpha^m c$ for every natural $m$, and hence

$$\sum_{n\ge0}\overline{(a^jc)_n}\,(a^kc)_n
=\bar\alpha^{\,j}\alpha^k\sum_{n\ge0}|c_n|^2=\bar\alpha^{\,j}\alpha^k .$$

```lean
/-- The overlap of the cloud after `j` annihilations with the cloud after `k` annihilations
is `conj(α)^j α^k`. -/
theorem normally_ordered_moment (α : ℂ) (j k : ℕ) :
    HasSum (fun n : ℕ => conj (annihilate^[j] (cloud α) n) * annihilate^[k] (cloud α) n)
      (conj α ^ j * α ^ k) := by
  have hit : ∀ m : ℕ, annihilate^[m] (cloud α) = α ^ m • cloud α := by
    intro m
    induction m with
    | zero => simp
    | succ m ih =>
      rw [Function.iterate_succ_apply', ih]
      funext n
      have h := congrFun (annihilate_cloud α) n
      simp only [annihilate, Pi.smul_apply, smul_eq_mul] at h ⊢
      rw [pow_succ]
      linear_combination α ^ m * h
  have hn : HasSum (fun n : ℕ => ((‖cloud α n‖ ^ 2 : ℝ) : ℂ)) 1 := by
    simp only [norm_sq_cloud]
    simpa only [Complex.ofRealCLM_apply, Complex.ofReal_one] using
      Complex.ofRealCLM.hasSum (hasSum_phononWeight (‖α‖ ^ 2))
  -- both powers of the annihilation operator become numbers
  have hterm : ∀ n : ℕ, conj (annihilate^[j] (cloud α) n) * annihilate^[k] (cloud α) n =
      conj α ^ j * α ^ k * ((‖cloud α n‖ ^ 2 : ℝ) : ℂ) := by
    intro n
    rw [hit j, hit k]
    simp only [Pi.smul_apply, smul_eq_mul, map_mul, map_pow]
    rw [Complex.ofReal_pow, ← Complex.conj_mul']
    ring
  simp only [hterm]
  simpa only [mul_one] using hn.mul_left (conj α ^ j * α ^ k)

end

end PhononCloud
```

In Lean `annihilate^[j]` is the $j$-fold application of $a$, and `conj` is complex conjugation. The induction `hit` proves $a^mc=\alpha^mc$, `hn` is the normalisation written with complex terms, and `hterm` extracts the constant $\bar\alpha^{\,j}\alpha^k$ from each term.

The left-hand side is the inner product of $a^jc$ with $a^kc$, which a physicist would also write as the normally ordered expectation value $\langle (a^\dagger)^j a^k\rangle$. The theorem is stated for the inner product, so it does not need the adjoint relation between $a$ and $a^\dagger$. For $j=k$ its value is $|\alpha|^{2k}$, the factorial moment of the same order.

```lean
#print axioms PhononCloud.hamiltonian_cloud
#print axioms PhononCloud.cloud_factorial_moment
#print axioms PhononCloud.normally_ordered_moment
```

```
'PhononCloud.hamiltonian_cloud' depends on axioms: [propext, Classical.choice, Quot.sound]
'PhononCloud.cloud_factorial_moment' depends on axioms: [propext, Classical.choice, Quot.sound]
'PhononCloud.normally_ordered_moment' depends on axioms: [propext, Classical.choice, Quot.sound]
```
